# The direct–reciprocal identity for Gaussian lattice sums with a diagonal dielectric tensor

For any dimension $d$, positive numbers $a_i$, $t>0$ and real position $r$,

$$\sum_{n\in\mathbb Z^d} e^{-\pi t\sum_i a_i(r_i-n_i)^2}
= t^{-d/2}\Big(\prod_i a_i\Big)^{-1/2}\sum_{m\in\mathbb Z^d} e^{-\pi\sum_i m_i^2/(a_i t)}\cos\Big(2\pi\sum_i m_i r_i\Big),$$

and both sums converge. In an orthorhombic cell with edges $L_i$ along the principal axes of a dielectric tensor with components $\varepsilon_i$, $a_i=L_i^2/\varepsilon_i$ and $r$ is the fractional position. Taking all $a_i$ positive describes a linear, homogeneous host that screens with a positive constant along each axis.

In three dimensions the identity has a consequence for Ewald sums. Write $D=(a_0a_1a_2)^{-1/2}$. When the splitting parameter moves from $\eta_1>0$ to $\eta_2>0$, the direct-space contribution between them equals the reciprocal contribution without $m=0$, plus $D(1/\eta_1-1/\eta_2)$.

## The splitting parameter in a charged-defect calculation

Point-charge corrections for charged defects in anisotropic hosts need the potential of a periodic array of charges in a uniform compensating background. Set $R_n^2=\sum_i a_i(r_i-n_i)^2$ and $G_m^2=\sum_i m_i^2/a_i$. The starting point is

$$\frac1{R_n}=\int_0^\infty t^{-1/2}e^{-\pi tR_n^2}\,dt .$$

The range $t>\eta$ is summed in direct space and the range $t<\eta$ in reciprocal space. Away from the lattice sites, a code evaluates

$$\Phi(r)=\sum_n\frac{\operatorname{erfc}(\sqrt{\pi\eta}\,R_n)}{R_n}
+D\sum_{m\ne0}\frac{e^{-\pi G_m^2/\eta}}{\pi G_m^2}\cos(2\pi m\cdot r)-\frac D\eta .$$

For a charge $q$ per cell, the potential in SI units, with its average over the cell set to zero, is $q\,\Phi/(4\pi\varepsilon_0\sqrt{\varepsilon_0^{\rm r}\varepsilon_1^{\rm r}\varepsilon_2^{\rm r}})$, where $\varepsilon_i^{\rm r}$ are the relative components called $\varepsilon_i$ above. At the charge's own site $r=0$ the full potential diverges; replacing the $n=0$ term by $-2\sqrt\eta$ gives the potential there of the other charges and the background.

A practical check is to evaluate $\Phi$ at two values of $\eta$ with converged cutoffs. A difference beyond truncation and rounding error points to an inconsistency between the parts, such as a missing $-D/\eta$ or the overall factor $1/\sqrt{\varepsilon_0^{\rm r}\varepsilon_1^{\rm r}\varepsilon_2^{\rm r}}$ applied to only one sum. An error in the overall prefactor passes this check.

## From one axis to the full lattice

Take $s>0$ and a real $x$. The Fourier transform of $u\mapsto e^{-\pi s(x-u)^2}$ at an integer $m$ follows from $u=x+v$ and completing the square:

$$\int e^{-\pi s(x-u)^2-2\pi imu}\,du
=e^{-2\pi imx-\pi m^2/s}\int e^{-\pi s(v+im/s)^2}\,dv
=s^{-1/2}e^{-\pi m^2/s-2\pi imx}.$$

The last step shifts the contour back to the real line. Poisson summation, with $m$ replaced by $-m$, gives

$$\sum_{n\in\mathbb Z}e^{-\pi s(x-n)^2}=s^{-1/2}\sum_{m\in\mathbb Z}e^{-\pi m^2/s+2\pi imx}.$$

Now set $s=a_it$ and $x=r_i$ on each axis and multiply the $d$ equations. The sums converge absolutely, so a product of axis sums is a sum over $\mathbb Z^d$ of products. The prefactors combine as

$$\prod_i(a_it)^{-1/2}=t^{-d/2}\Big(\prod_i a_i\Big)^{-1/2}.$$

The left side is real. Taking real parts on the right turns the phase $e^{2\pi im\cdot r}$ into a cosine and gives the identity.

For the splitting result, set $d=3$ and multiply by $t^{-1/2}$. The powers of $t$ combine to $t^{-2}$, and the $m=0$ term of the reciprocal sum is $1$. Separating it gives

$$t^{-1/2}\sum_n e^{-\pi tR_n^2}
=\frac D{t^2}\sum_{m\ne0}e^{-\pi G_m^2/t}\cos(2\pi m\cdot r)+\frac D{t^2}.$$

Integrate from $\eta_1$ to $\eta_2$. The last term yields

$$\int_{\eta_1}^{\eta_2}\frac D{t^2}\,dt=D\left(\frac1{\eta_1}-\frac1{\eta_2}\right),$$

which the direct sum in the Ewald formula loses and the term $-D/\eta$ gains.

## Lean source for the identity and the change of splitting

```lean
import Mathlib

open scoped Real

namespace AnisotropicEwald

noncomputable section

/-- Gaussian of the image `n` on a line, seen from the point `x`. -/
def lineDirect (s x : ℝ) (n : ℤ) : ℂ :=
  Complex.exp (-(π : ℂ) * s * (x - n) ^ 2)

/-- Plane wave `m` on a line with its Gaussian weight, at the point `x`. -/
def lineRecip (s x : ℝ) (m : ℤ) : ℂ :=
  Complex.exp (-(π : ℂ) / s * m ^ 2 + 2 * π * Complex.I * x * m)

/-- Gaussian of the periodic image `n` at the fractional position `r`; `a i` is the squared
cell edge divided by the dielectric component along axis `i`. -/
def directTerm {d : ℕ} (a r : Fin d → ℝ) (t : ℝ) (n : Fin d → ℤ) : ℝ :=
  Real.exp (-π * t * ∑ i, a i * (r i - n i) ^ 2)

/-- Contribution of the reciprocal vector `m` at the fractional position `r`. -/
def recipTerm {d : ℕ} (a r : Fin d → ℝ) (t : ℝ) (m : Fin d → ℤ) : ℝ :=
  Real.exp (-π * ∑ i, (m i : ℝ) ^ 2 / (a i * t)) * Real.cos (2 * π * ∑ i, (m i : ℝ) * r i)

/-- Along one axis, the sum of displaced Gaussians equals a weighted sum of plane waves. -/
theorem line_poisson {s : ℝ} (hs : 0 < s) (x : ℝ) :
    ∑' n, lineDirect s x n = (((√s)⁻¹ : ℝ) : ℂ) * ∑' m, lineRecip s x m := by
  have hroot : ((s⁻¹ : ℝ) : ℂ) ^ (1 / 2 : ℂ) = (((√s)⁻¹ : ℝ) : ℂ) := by
    rw [← Real.sqrt_inv, Real.sqrt_eq_rpow, Complex.ofReal_cpow (inv_pos.mpr hs).le]
    norm_num
  have h := Complex.tsum_exp_neg_quadratic (a := ((s⁻¹ : ℝ) : ℂ))
    (by rw [Complex.ofReal_re]; exact inv_pos.mpr hs) (Complex.I * x)
  rw [hroot] at h
  have e1 : ∀ n : ℤ, Complex.exp (-(π : ℂ) * ((s⁻¹ : ℝ) : ℂ) * n ^ 2
      + 2 * π * (Complex.I * x) * n) = lineRecip s x n := by
    intro n
    unfold lineRecip
    congr 1
    push_cast
    ring
  have e2 : ∀ n : ℤ, Complex.exp (-(π : ℂ) / ((s⁻¹ : ℝ) : ℂ)
      * (n + Complex.I * (Complex.I * x)) ^ 2) = lineDirect s x n := by
    intro n
    have hx : (n : ℂ) + Complex.I * (Complex.I * x) = n - x := by
      linear_combination (x : ℂ) * Complex.I_sq
    unfold lineDirect
    rw [hx, Complex.ofReal_inv, div_inv_eq_mul]
    congr 1
    ring
  simp only [e1, e2] at h
  have hne : (((√s)⁻¹ : ℝ) : ℂ) ≠ 0 := Complex.ofReal_ne_zero.mpr (by positivity)
  rw [h, ← mul_assoc, mul_one_div_cancel hne, one_mul]

/-- Along one axis, both the Gaussian sum and the plane-wave sum converge. -/
theorem line_summable {s : ℝ} (hs : 0 < s) (x : ℝ) :
    Summable (lineDirect s x) ∧ Summable (lineRecip s x) := by
  constructor
  · have h := (summable_jacobiTheta₂_term_iff (-(Complex.I * s * x))
      (Complex.I * (s : ℂ))).mpr (by rw [Complex.I_mul_im, Complex.ofReal_re]; exact hs)
    have e : lineDirect s x = fun n => Complex.exp (-(π : ℂ) * s * x ^ 2) *
        jacobiTheta₂_term n (-(Complex.I * s * x)) (Complex.I * (s : ℂ)) := by
      funext n
      unfold lineDirect jacobiTheta₂_term
      rw [← Complex.exp_add]
      congr 1
      linear_combination (2 * (π : ℂ) * s * x * n - π * s * n ^ 2) * Complex.I_sq
    rw [e]
    exact h.mul_left _
  · have h := (summable_jacobiTheta₂_term_iff (x : ℂ) (Complex.I * ((s⁻¹ : ℝ) : ℂ))).mpr
      (by rw [Complex.I_mul_im, Complex.ofReal_re]; exact inv_pos.mpr hs)
    have e : lineRecip s x = fun n =>
        jacobiTheta₂_term n (x : ℂ) (Complex.I * ((s⁻¹ : ℝ) : ℂ)) := by
      funext n
      unfold lineRecip jacobiTheta₂_term
      congr 1
      push_cast
      linear_combination (-((π : ℂ) * n ^ 2 * (s : ℂ)⁻¹)) * Complex.I_sq
    rw [e]
    exact h

/-- If every one-axis sum converges absolutely, the lattice sum of the product of the one-axis
factors converges to the product of the one-axis sums. -/
theorem hasSum_axes (d : ℕ) (f : Fin d → ℤ → ℂ) (hf : ∀ i, Summable (f i)) :
    HasSum (fun n : Fin d → ℤ => ∏ i, f i (n i)) (∏ i, ∑' k, f i k) := by
  induction d with
  | zero =>
    simp
  | succ d ih =>
    -- split off the first axis
    have h1 := ih (fun i => f i.succ) (fun i => hf i.succ)
    have hmul : ∀ (u : ℤ → ℂ) (v : (Fin d → ℤ) → ℂ) (A B : ℂ), HasSum u A → HasSum v B →
        HasSum (fun p : ℤ × (Fin d → ℤ) => u p.1 * v p.2) (A * B) := by
      intro u v A B hu hv
      have hun : Summable (fun k => ‖u k‖) := summable_norm_iff.mpr hu.summable
      have hvn : Summable (fun k => ‖v k‖) := summable_norm_iff.mpr hv.summable
      have hs : Summable (fun p : ℤ × (Fin d → ℤ) => u p.1 * v p.2) :=
        summable_mul_of_summable_norm (f := u) (g := v) hun hvn
      exact HasSum.mul hu hv hs
    have h2 := hmul (f 0) (fun n => ∏ i : Fin d, f i.succ (n i)) (∑' k, f 0 k)
      (∏ i : Fin d, ∑' k, f i.succ k) (hf 0).hasSum h1
    let e : ℤ × (Fin d → ℤ) ≃ (Fin (d + 1) → ℤ) := Fin.consEquiv (fun _ => ℤ)
    refine e.hasSum_iff.mp ?_
    have key : ((fun n : Fin (d + 1) → ℤ => ∏ i, f i (n i)) ∘ e)
        = fun p => f 0 p.1 * ∏ i : Fin d, f i.succ (p.2 i) := by
      funext p
      simp [e, Fin.consEquiv, Fin.prod_univ_succ]
    rw [key, Fin.prod_univ_succ]
    exact h2

/-- The direct lattice sum converges to the real part of the product of the one-axis Gaussian sums.
-/
theorem hasSum_direct {d : ℕ} {a : Fin d → ℝ} (ha : ∀ i, 0 < a i) (r : Fin d → ℝ)
    {t : ℝ} (ht : 0 < t) :
    HasSum (directTerm a r t) (∏ i, ∑' k, lineDirect (a i * t) (r i) k).re := by
  have h := Complex.reCLM.hasSum (hasSum_axes d (fun i => lineDirect (a i * t) (r i))
    (fun i => (line_summable (mul_pos (ha i) ht) (r i)).1))
  have e : ∀ n : Fin d → ℤ,
      ∏ i, lineDirect (a i * t) (r i) (n i) = ((directTerm a r t n : ℝ) : ℂ) := by
    intro n
    unfold lineDirect directTerm
    rw [← Complex.exp_sum, Complex.ofReal_exp]
    congr 1
    push_cast
    rw [Finset.mul_sum]
    exact Finset.sum_congr rfl fun i _ => by ring
  simpa only [e, Complex.reCLM_apply, Complex.ofReal_re] using h

/-- The reciprocal lattice sum converges to the real part of the product of the one-axis plane-wave
sums. -/
theorem hasSum_recip {d : ℕ} {a : Fin d → ℝ} (ha : ∀ i, 0 < a i) (r : Fin d → ℝ)
    {t : ℝ} (ht : 0 < t) :
    HasSum (recipTerm a r t) (∏ i, ∑' k, lineRecip (a i * t) (r i) k).re := by
  have h := Complex.reCLM.hasSum (hasSum_axes d (fun i => lineRecip (a i * t) (r i))
    (fun i => (line_summable (mul_pos (ha i) ht) (r i)).2))
  have hre : ∀ A B : ℝ, (Complex.exp (A + B * Complex.I)).re = Real.exp A * Real.cos B := by
    intro A B
    simp [Complex.exp_re]
  have e : ∀ m : Fin d → ℤ,
      (∏ i, lineRecip (a i * t) (r i) (m i)).re = recipTerm a r t m := by
    intro m
    unfold lineRecip recipTerm
    rw [← hre, ← Complex.exp_sum]
    congr 2
    push_cast
    rw [Finset.mul_sum, Finset.mul_sum, Finset.sum_mul, ← Finset.sum_add_distrib]
    exact Finset.sum_congr rfl fun i _ => by ring
  simpa only [e, Complex.reCLM_apply] using h

/-- In any dimension and at any position, the anisotropic Gaussian sum over periodic images
equals the prefactor `t^(-d/2) (∏ a)^(-1/2)` times the sum over reciprocal vectors. -/
theorem direct_eq_recip {d : ℕ} {a : Fin d → ℝ} (ha : ∀ i, 0 < a i) (r : Fin d → ℝ)
    {t : ℝ} (ht : 0 < t) :
    ∑' n, directTerm a r t n =
      t ^ (-(d : ℝ) / 2) * (∏ i, a i) ^ (-1 / 2 : ℝ) * ∑' m, recipTerm a r t m := by
  have hpre : ∏ i, (√(a i * t))⁻¹ = t ^ (-(d : ℝ) / 2) * (∏ i, a i) ^ (-1 / 2 : ℝ) := by
    have h1 : ∀ i, (√(a i * t))⁻¹ = a i ^ (-1 / 2 : ℝ) * t ^ (-1 / 2 : ℝ) := by
      intro i
      rw [← Real.mul_rpow (ha i).le ht.le, Real.sqrt_eq_rpow,
        ← Real.rpow_neg (mul_pos (ha i) ht).le]
      norm_num
    simp only [h1]
    rw [Finset.prod_mul_distrib, Real.finsetProd_rpow _ _ (fun i _ => (ha i).le),
      Finset.prod_const, Finset.card_univ, Fintype.card_fin, ← Real.rpow_natCast,
      ← Real.rpow_mul ht.le, mul_comm]
    congr 2
    ring
  rw [(hasSum_direct ha r ht).tsum_eq, (hasSum_recip ha r ht).tsum_eq, ← hpre]
  -- Poisson summation on every axis
  rw [Finset.prod_congr rfl fun i _ => line_poisson (mul_pos (ha i) ht) (r i),
    Finset.prod_mul_distrib, ← Complex.ofReal_prod, Complex.re_ofReal_mul]

/-- The three-dimensional identity at a lattice site, for a diagonal dielectric tensor. -/
theorem theta_three {a : Fin 3 → ℝ} (ha : ∀ i, 0 < a i) {t : ℝ} (ht : 0 < t) :
    ∑' n : Fin 3 → ℤ, Real.exp (-π * t * ∑ i, a i * (n i : ℝ) ^ 2) =
      t ^ (-3 / 2 : ℝ) * (a 0 * a 1 * a 2) ^ (-1 / 2 : ℝ) *
        ∑' n : Fin 3 → ℤ, Real.exp (-π * ∑ i, (n i : ℝ) ^ 2 / (a i * t)) := by
  have h := direct_eq_recip ha 0 ht
  simp only [directTerm, recipTerm, Pi.zero_apply, zero_sub, neg_sq, mul_zero,
    Finset.sum_const_zero, Real.cos_zero, mul_one, Fin.prod_univ_three, Nat.cast_ofNat] at h
  exact h

/-- Moving the Ewald splitting parameter from `η₁` to `η₂`: the direct-space integral equals
the reciprocal-space integral without `m = 0` plus an explicit background term. -/
theorem ewald_splitting {a : Fin 3 → ℝ} (ha : ∀ i, 0 < a i) (r : Fin 3 → ℝ)
    {η₁ η₂ : ℝ} (h₁ : 0 < η₁) (h₂ : 0 < η₂) :
    ∫ t in η₁..η₂, t ^ (-1 / 2 : ℝ) * ∑' n, directTerm a r t n =
      (∫ t in η₁..η₂, (∏ i, a i) ^ (-1 / 2 : ℝ) * (t ^ 2)⁻¹ *
        ∑' m, if m = 0 then 0 else recipTerm a r t m) +
      (∏ i, a i) ^ (-1 / 2 : ℝ) * (1 / η₁ - 1 / η₂) := by
  set D : ℝ := (∏ i, a i) ^ (-1 / 2 : ℝ) with hD
  have hpos : ∀ t ∈ Set.uIcc η₁ η₂, 0 < t := fun t ht => lt_of_lt_of_le (lt_min h₁ h₂) ht.1
  -- the direct sum does not increase with t, hence is integrable on the interval
  have hanti : AntitoneOn (fun t => ∑' n, directTerm a r t n) (Set.uIcc η₁ η₂) := by
    intro s hs t ht hst
    refine Summable.tsum_le_tsum (fun n => ?_) (hasSum_direct ha r (hpos t ht)).summable
      (hasSum_direct ha r (hpos s hs)).summable
    have hq : 0 ≤ ∑ i, a i * (r i - n i) ^ 2 :=
      Finset.sum_nonneg fun i _ => mul_nonneg (ha i).le (sq_nonneg _)
    refine Real.exp_le_exp.mpr ?_
    nlinarith [mul_nonneg (mul_nonneg Real.pi_pos.le (sub_nonneg.mpr hst)) hq]
  have hint := hanti.intervalIntegrable (μ := MeasureTheory.volume)
  have hc : ContinuousOn (fun t : ℝ => t ^ (-1 / 2 : ℝ)) (Set.uIcc η₁ η₂) := fun t ht =>
    (Real.continuousAt_rpow_const t _ (Or.inl (hpos t ht).ne')).continuousWithinAt
  have hF := hint.continuousOn_mul hc
  have hg : ContinuousOn (fun t : ℝ => D * (t ^ 2)⁻¹) (Set.uIcc η₁ η₂) :=
    continuousOn_const.mul ((continuousOn_id.pow 2).inv₀
      fun t ht => pow_ne_zero 2 (hpos t ht).ne')
  -- the m = 0 term integrates to the background
  have hback : ∫ t in η₁..η₂, D * (t ^ 2)⁻¹ = D * (1 / η₁ - 1 / η₂) := by
    rw [intervalIntegral.integral_eq_sub_of_hasDerivAt (f := fun t => -D * t⁻¹)
      (fun t ht => ((hasDerivAt_inv (hpos t ht).ne').const_mul (-D)).congr_deriv (by ring))
      hg.intervalIntegrable]
    ring
  have hpt : Set.EqOn (fun t => D * (t ^ 2)⁻¹ * ∑' m, if m = 0 then 0 else recipTerm a r t m)
      (fun t => t ^ (-1 / 2 : ℝ) * (∑' n, directTerm a r t n) - D * (t ^ 2)⁻¹)
      (Set.uIcc η₁ η₂) := by
    intro t ht
    have h0 := hpos t ht
    have hp : t ^ (-1 / 2 : ℝ) * t ^ (-3 / 2 : ℝ) = (t ^ 2)⁻¹ := by
      rw [← Real.rpow_add h0, show (-1 / 2 : ℝ) + (-3 / 2) = -2 by norm_num,
        Real.rpow_neg h0.le, Real.rpow_two]
    have hz : recipTerm a r t 0 = 1 := by simp [recipTerm]
    have hm := direct_eq_recip ha r h0
    rw [(hasSum_recip ha r h0).summable.tsum_eq_add_tsum_ite 0, hz, ← hD,
      Nat.cast_ofNat] at hm
    dsimp only
    rw [hm, ← hp]
    ring
  rw [intervalIntegral.integral_congr hpt,
    intervalIntegral.integral_sub hF hg.intervalIntegrable, hback]
  ring

end

end AnisotropicEwald
```

```lean
#print axioms AnisotropicEwald.direct_eq_recip
-- 'AnisotropicEwald.direct_eq_recip' depends on axioms: [propext, Classical.choice, Quot.sound]
#print axioms AnisotropicEwald.theta_three
-- 'AnisotropicEwald.theta_three' depends on axioms: [propext, Classical.choice, Quot.sound]
#print axioms AnisotropicEwald.ewald_splitting
-- 'AnisotropicEwald.ewald_splitting' depends on axioms: [propext, Classical.choice, Quot.sound]
```

## Orthorhombic cells and finite splitting intervals

**The statements.** In `direct_eq_recip`, the type `Fin d → ℤ` holds the integer vectors $n$ and $m$, while `a` and `r` assign a real number to each axis. The hypotheses `ha` and `ht` say that every $a_i$ and $t$ are positive. `directTerm` is the Gaussian of one periodic image, and `recipTerm` is one reciprocal Gaussian with its cosine. Convergence is stated separately, in `hasSum_direct` and `hasSum_recip`.

`theta_three` is the case $d=3$, $r=0$, with axes numbered 0, 1 and 2. `ewald_splitting` allows any position, including a lattice site, and either order of $\eta_1$ and $\eta_2$. The `if m = 0 then 0` in its reciprocal sum removes the zero vector. All quantities are plain real numbers: $a_i$ carries a squared length and $t$ an inverse squared length, so a code must use one length unit for both.

**The proof.** `line_poisson` obtains the one-axis equation from Mathlib's formula for sums of quadratic exponentials, used with parameter $1/s$ and a linear term that carries the displacement. `line_summable` gets convergence by rewriting both series as two-variable Jacobi theta series, which converge because $s$ and $1/s$ are positive.

`hasSum_axes` justifies the product step by induction on $d$. It splits off the first axis, multiplies two absolutely convergent sums, and uses `Fin.consEquiv` to identify an integer paired with a shorter vector as one longer vector. `hasSum_direct` and `hasSum_recip` then take real parts. In `direct_eq_recip`, the intermediate result `hpre` collects the prefactors before the one-axis equation is applied on every axis.

In `ewald_splitting`, `hanti` shows that the direct sum does not increase as $t$ grows, since no Gaussian in it does. This monotonicity makes it integrable on the interval. `hback` integrates the $m=0$ term, and `hpt` is the pointwise equation with that term separated. Integrating `hpt` finishes the argument.

**The limits.** The dielectric tensor must be diagonal in the axes of an orthogonal cell; triclinic cells and off-diagonal components are not treated. The dielectric constants are inputs, and nothing here tests whether a uniform medium describes a given defect. The theorems concern infinite sums in exact arithmetic and give no bound on the error from finite cutoffs.

`ewald_splitting` compares integrals of whole lattice sums between two positive parameters; the complementary-error-function formula additionally requires term-by-term integration and the limits $t\to0$ and $t\to\infty$, which the file does not treat. For a code, the theorem supplies the exact balance between the two sums when the splitting parameter changes, within this model of periodic point charges in a uniform medium.
